# Schur's lemma: a complex matrix commuting with every matrix of an irreducible unitary representation is a multiple of the identity

If a symmetry group acts irreducibly on a finite-dimensional complex state space, an operator that commutes with the whole action can only multiply every state by the same number. In the theorem, `D` is a unitary matrix representation of a group `H`, of finite non-zero dimension, whose only invariant subspaces are zero and the whole space; any complex matrix `X` with `D g * X = X * D g` for all `g` then equals `c • 1` for some complex `c`. The group need not be finite, and `X` need not be Hermitian. The proof takes an eigenvalue `c` of `X` and shows that its eigenspace is invariant under `D`, so that it is either zero or everything. An eigenvector rules out the first case, and the second gives `X = c • 1`.

An attempt in Lean 4 with a fault in it:

```lean
import Mathlib

open Matrix

namespace Schur

noncomputable section

variable {H M n : Type*} [Group H] [Group M] {G : Subgroup M} [Fintype n] [DecidableEq n]

/-- A unitary matrix representation of non-zero dimension whose only invariant subspaces are zero
and the whole space. -/
structure IsUnitaryIrrep (D : H →* Matrix n n ℂ) : Prop where
  nonempty : Nonempty n
  unitary : ∀ g, D g * (D g)ᴴ = 1
  irreducible : ∀ W : Submodule ℂ (n → ℂ),
    (∀ g, ∀ v ∈ W, D g *ᵥ v ∈ W) → W = ⊥ ∨ W = ⊤

/-- Schur's lemma: a matrix that commutes with an irreducible unitary representation is a
multiple of the identity. -/
theorem schur {D : H →* Matrix n n ℂ} (hD : IsUnitaryIrrep D) (X : Matrix n n ℂ)
    (hX : ∀ g, D g * X = X * D g) : ∃ c : ℂ, X = c • (1 : Matrix n n ℂ) := by
  haveI := hD.nonempty
  obtain ⟨c, hc⟩ := Module.End.exists_eigenvalue (Matrix.toLin' X)
  obtain ⟨v, hv⟩ := hc.exists_hasEigenvector
  refine ⟨c, ?_⟩
  -- the eigenspace is invariant, hence everything
  rcases hD.irreducible (Module.End.eigenspace (Matrix.toLin' X) c) (by
    intro g w hw
    rw [Module.End.mem_eigenspace_iff, Matrix.toLin'_apply] at hw ⊢
    rw [Matrix.mulVec_mulVec, ← hX, ← Matrix.mulVec_mulVec, hw, Matrix.mulVec_smul])
    with h | h
  · have h0 := hv.1
    rw [h] at h0
    exact absurd ((Submodule.mem_bot ℂ).mp h0) hv.2
  · apply Matrix.toLin'.injective
    refine LinearMap.ext fun w => ?_
    have hw : w ∈ Module.End.eigenspace (Matrix.toLin' X) c := by rw [h]; trivial
    rw [Module.End.mem_eigenspace_iff] at hw
    rw [hw, map_smul, Matrix.toLin'_one, LinearMap.smul_apply, LinearMap.id_apply]

end

end Schur
```

Messages:

```
Main.lean:23:2: warning: Try this: 
  haveI̵

The goal is a proposition, so `have` is preferred over `haveI`.
The difference between `have` and `haveI` is that `haveI` inlines the value.
But this is not relevant for proofs because of proof irrelevance.

Note: This linter can be disabled with `set_option linter.style.haveILetI false`
Main.lean:34:8: error: Tactic `rewrite` failed: Did not find an occurrence of the pattern
  Module.End.eigenspace (toLin' X) c
in the target expression
  v ∈ (Module.End.genEigenspace (toLin' X) c) 1

case inl
H : Type u_1
n : Type u_3
inst✝² : Group H
inst✝¹ : Fintype n
inst✝ : DecidableEq n
D : H →* Matrix n n ℂ
hD : IsUnitaryIrrep D
X : Matrix n n ℂ
hX : ∀ (g : H), D g * X = X * D g
this : Nonempty n
c : ℂ
hc : Module.End.HasEigenvalue (toLin' X) c
v : n → ℂ
hv : Module.End.HasEigenvector (toLin' X) c v
h : Module.End.eigenspace (toLin' X) c = ⊥
h0 : v ∈ (Module.End.genEigenspace (toLin' X) c) 1
⊢ X = c • 1
```

After these edits no error is left:

```diff
@@ -21,5 +21,5 @@
 theorem schur {D : H →* Matrix n n ℂ} (hD : IsUnitaryIrrep D) (X : Matrix n n ℂ)
     (hX : ∀ g, D g * X = X * D g) : ∃ c : ℂ, X = c • (1 : Matrix n n ℂ) := by
-  haveI := hD.nonempty
+  have := hD.nonempty
   obtain ⟨c, hc⟩ := Module.End.exists_eigenvalue (Matrix.toLin' X)
   obtain ⟨v, hv⟩ := hc.exists_hasEigenvector
@@ -31,5 +31,5 @@
     rw [Matrix.mulVec_mulVec, ← hX, ← Matrix.mulVec_mulVec, hw, Matrix.mulVec_smul])
     with h | h
-  · have h0 := hv.1
+  · have h0 : v ∈ Module.End.eigenspace (Matrix.toLin' X) c := hv.1
     rw [h] at h0
     exact absurd ((Submodule.mem_bot ℂ).mp h0) hv.2
```

Diagnosis. The error arises in the case where the eigenspace is assumed to be zero. The hypothesis `h` speaks of `Module.End.eigenspace (toLin' X) c`, but `hv.1`, the membership half of the eigenvector property, is stated with `(Module.End.genEigenspace (toLin' X) c) 1`. These are the same subspace by definition, yet `rw` looks for an occurrence of the left-hand side of `h` as it is written, headed by `eigenspace`, and does not unfold that name to find a match. It therefore finds nothing to rewrite in `h0`.

The repair states the type of `h0` explicitly as `v ∈ Module.End.eigenspace (Matrix.toLin' X) c`. Lean accepts `hv.1` as a proof of this because the two forms are equal by definition, and `rw [h] at h0` then finds its pattern and turns the membership into `v ∈ ⊥`, which contradicts `v` being non-zero.

The change from `haveI` to `have` is mere tidying: it answers a style warning and has no part in the error.
